# For 2×2 matrices det(A∘A) = det(A) perm(A); for 3×3 matrices this holds in general only when 2 = 0

Take a 2×2 matrix with rows (a, b) and (c, d). Its determinant is ad − bc and its permanent, the same sum without the sign, is ad + bc. Their product is a difference of squares:

(ad − bc)(ad + bc) = a²d² − b²c².

The right side is the determinant of the matrix with rows (a², b²) and (c², d²). Write A∘A for this entrywise square. The identity works because there is one even term, ad, and one odd term, bc. With three rows there are three of each, and squaring their sums produces cross terms.

```lean
import Mathlib

open Equiv

namespace BorchardtLimits

variable {R : Type*} [CommRing R] {K : Type*} [Field K]
```

`R` is any commutative ring, such as the integers or the complex numbers. `K` is any field and is used where entries are inverted.

## The matrices and the equation

```lean
/-- The entrywise square of a matrix. -/
def entrySq {n : ℕ} (A : Matrix (Fin n) (Fin n) R) : Matrix (Fin n) (Fin n) R :=
  Matrix.of fun i j => A i j ^ 2
```

`Fin n` is the index set 0, …, n − 1, so rows and columns are counted from 0. `entrySq A` is A∘A. Writing `A ^ 2` for the matrix itself would be a mistake, since Lean reads that as the matrix product A·A. The equation would then say det(A)² = det(A) perm(A), which fails for the rows (1, 1), (1, 2): the left side is 1 and the right side is 3.

```lean
/-- The entrywise inverse of a matrix over a field. -/
def entryInv {n : ℕ} (A : Matrix (Fin n) (Fin n) K) : Matrix (Fin n) (Fin n) K :=
  Matrix.of fun i j => (A i j)⁻¹
```

This matrix has entries 1/Aᵢⱼ. It is not the matrix inverse.

```lean
/-- Borchardt factorization: the determinant of the entrywise square is the determinant
times the permanent. -/
def Factorizes {n : ℕ} (A : Matrix (Fin n) (Fin n) R) : Prop :=
  (entrySq A).det = A.det * A.permanent
```

`Factorizes A` is a proposition, the equation det(A∘A) = det(A) perm(A). Defining it does not assert it.

```lean
/-- The matrix with rows (1,1,0), (0,1,1), (1,0,1). -/
def cyclicMatrix (R : Type*) [CommRing R] : Matrix (Fin 3) (Fin 3) R :=
  !![1, 1, 0; 0, 1, 1; 1, 0, 1]
```

This is the counterexample, with entries 0 and 1 taken in whatever ring is chosen.

```lean
/-- The Cauchy matrix with entries 1/(xᵢ - yⱼ). -/
def cauchy (x y : Fin 3 → K) : Matrix (Fin 3) (Fin 3) K :=
  Matrix.of fun i j => (x i - y j)⁻¹
```

Here x and y each supply three field elements, and the entries are 1/(xᵢ − yⱼ).

## Writing out the permanents

```lean
/-- The permanent of a 2×2 matrix is the product of its diagonal entries plus the product of its
off-diagonal entries. -/
theorem permanent_two (A : Matrix (Fin 2) (Fin 2) R) :
    A.permanent = A 0 0 * A 1 1 + A 0 1 * A 1 0 := by
  have hu : (Finset.univ : Finset (Perm (Fin 2))) = {1, swap 0 1} := by decide
  unfold Matrix.permanent
  rw [hu, Finset.sum_insert, Finset.sum_singleton]
  · simp [Fin.prod_univ_two]
    ring
  · decide
```

Two indices have two permutations, the identity and the swap, which give

perm(A) = A₀₀A₁₁ + A₀₁A₁₀.

```lean
/-- The permanent of a 3×3 matrix is the sum of its six permutation terms, all with
positive sign. -/
theorem permanent_three (A : Matrix (Fin 3) (Fin 3) R) :
    A.permanent = A 0 0 * A 1 1 * A 2 2 + A 0 1 * A 1 2 * A 2 0 + A 0 2 * A 1 0 * A 2 1
      + A 0 0 * A 1 2 * A 2 1 + A 0 1 * A 1 0 * A 2 2 + A 0 2 * A 1 1 * A 2 0 := by
  -- list the six permutations of three indices
  have hu : (Finset.univ : Finset (Perm (Fin 3))) =
      {1, swap 0 1, swap 0 2, swap 1 2, swap 0 1 * swap 1 2, swap 1 2 * swap 0 1} := by
    decide
  unfold Matrix.permanent
  rw [hu, Finset.sum_insert, Finset.sum_insert, Finset.sum_insert, Finset.sum_insert,
    Finset.sum_insert, Finset.sum_singleton]
  · simp [Fin.prod_univ_three, Equiv.swap_apply_def]
    ring
  all_goals decide
```

For three rows, name the even terms

e₁ = A₀₀A₁₁A₂₂, e₂ = A₀₁A₁₂A₂₀, e₃ = A₀₂A₁₀A₂₁

and the odd terms

o₁ = A₀₀A₁₂A₂₁, o₂ = A₀₁A₁₀A₂₂, o₃ = A₀₂A₁₁A₂₀.

With E = e₁ + e₂ + e₃ and O = o₁ + o₂ + o₃, the permanent is E + O and the determinant is E − O.

The device that makes this expansion possible is `decide`. Mathlib defines the permanent as a sum over all permutations, and `hu` claims that six listed permutations are all of them. This is a finite question, so `decide` settles it by evaluation. `Finset.sum_insert` then splits off one term at a time, and each time it demands a proof that the permutation removed does not occur again in the rest of the list. The closing `decide` supplies these proofs, so no term is counted twice.

## Two rows factorize, three rows leave a remainder

```lean
/-- Every 2×2 matrix over a commutative ring obeys the Borchardt factorization. -/
theorem factorizes_two (A : Matrix (Fin 2) (Fin 2) R) : Factorizes A := by
  unfold Factorizes
  rw [Matrix.det_fin_two, Matrix.det_fin_two, permanent_two]
  simp only [entrySq, Matrix.of_apply]
  ring
```

This is the opening calculation for an arbitrary 2×2 matrix. The rewriting inserts the explicit formulas, and `ring` verifies the polynomial identity.

```lean
/-- For a 3×3 matrix the defect det(A) perm(A) - det(A∘A) is 2 * (S - T), where S is the sum of the
pair products of the three even permutation terms and T is the same sum for the three odd ones. -/
theorem defect_three (A : Matrix (Fin 3) (Fin 3) R) :
    A.det * A.permanent - (entrySq A).det =
      2 * ((A 0 0 * A 1 1 * A 2 2) * (A 0 1 * A 1 2 * A 2 0)
        + (A 0 0 * A 1 1 * A 2 2) * (A 0 2 * A 1 0 * A 2 1)
        + (A 0 1 * A 1 2 * A 2 0) * (A 0 2 * A 1 0 * A 2 1)
        - (A 0 0 * A 1 2 * A 2 1) * (A 0 1 * A 1 0 * A 2 2)
        - (A 0 0 * A 1 2 * A 2 1) * (A 0 2 * A 1 1 * A 2 0)
        - (A 0 1 * A 1 0 * A 2 2) * (A 0 2 * A 1 1 * A 2 0)) := by
  rw [Matrix.det_fin_three, Matrix.det_fin_three, permanent_three]
  simp only [entrySq, Matrix.of_apply]
  ring
```

For three rows the two sides are

det(A) perm(A) = (E − O)(E + O) = E² − O²,

det(A∘A) = e₁² + e₂² + e₃² − o₁² − o₂² − o₃².

Subtracting removes the squares and leaves the defect

det(A) perm(A) − det(A∘A) = 2[(e₁e₂ + e₁e₃ + e₂e₃) − (o₁o₂ + o₁o₃ + o₂o₃)].

Lean again expands both sides and leaves the comparison to `ring`.

```lean
/-- For the matrix with rows (1,1,0), (0,1,1), (1,0,1) the determinant of the entrywise
square is 2, while the determinant times the permanent is 4. -/
theorem cyclicMatrix_values :
    (entrySq (cyclicMatrix R)).det = 2 ∧
      (cyclicMatrix R).det * (cyclicMatrix R).permanent = 4 := by
  -- read off the nine entries
  have h00 : cyclicMatrix R 0 0 = 1 := rfl
  have h01 : cyclicMatrix R 0 1 = 1 := rfl
  have h02 : cyclicMatrix R 0 2 = 0 := rfl
  have h10 : cyclicMatrix R 1 0 = 0 := rfl
  have h11 : cyclicMatrix R 1 1 = 1 := rfl
  have h12 : cyclicMatrix R 1 2 = 1 := rfl
  have h20 : cyclicMatrix R 2 0 = 1 := rfl
  have h21 : cyclicMatrix R 2 1 = 0 := rfl
  have h22 : cyclicMatrix R 2 2 = 1 := rfl
  constructor
  · rw [Matrix.det_fin_three]
    simp only [entrySq, Matrix.of_apply, h00, h01, h02, h10, h11, h12, h20, h21, h22]
    norm_num
  · rw [Matrix.det_fin_three, permanent_three]
    simp only [h00, h01, h02, h10, h11, h12, h20, h21, h22]
    norm_num
```

For the cyclic matrix e₁ = e₂ = 1, and the other four terms vanish. Determinant and permanent are therefore both 2, and their product is 4. Since 0² = 0 and 1² = 1, the entrywise square is the matrix itself, with determinant 2. The proof reads off the nine entries and evaluates the formulas. The symbol ∧ means "and".

```lean
/-- All 3×3 matrices over a commutative ring obey the Borchardt factorization exactly when
2 = 0 in that ring. -/
theorem all_factorize_three_iff :
    (∀ A : Matrix (Fin 3) (Fin 3) R, Factorizes A) ↔ (2 : R) = 0 := by
  constructor
  · intro H
    -- the counterexample forces 2 = 4
    have h := H (cyclicMatrix R)
    unfold Factorizes at h
    rw [cyclicMatrix_values.1, cyclicMatrix_values.2] at h
    linear_combination -h
  · intro h2 A
    have hd := defect_three A
    rw [h2, zero_mul] at hd
    exact (sub_eq_zero.mp hd).symm
```

If every 3×3 matrix over R factorizes, so does the cyclic one. Then 2 = 4 in R, hence 2 = 0. Conversely, the defect carries a factor 2, so it vanishes for every matrix when 2 = 0. Over the real or complex numbers the general 3×3 factorization is therefore false, though particular matrices may still satisfy it.

## Which matrices without zeros factorize

```lean
/-- For a 3×3 matrix over a field without zero entries, the defect det(A) perm(A) - det(A∘A) is
twice the product of all entries times the determinant of the entrywise inverse. -/
theorem defect_eq_det_entryInv (A : Matrix (Fin 3) (Fin 3) K) (h : ∀ i j, A i j ≠ 0) :
    A.det * A.permanent - (entrySq A).det =
      2 * (∏ i, ∏ j, A i j) * (entryInv A).det := by
  have h00 := h 0 0
  have h01 := h 0 1
  have h02 := h 0 2
  have h10 := h 1 0
  have h11 := h 1 1
  have h12 := h 1 2
  have h20 := h 2 0
  have h21 := h 2 1
  have h22 := h 2 2
  rw [defect_three, Matrix.det_fin_three]
  simp only [entryInv, Matrix.of_apply, Fin.prod_univ_three]
  field_simp
  ring
```

Let P be the product of all nine entries. Each entry occurs in exactly one even term and exactly one odd term, so

P = e₁e₂e₃ = o₁o₂o₃.

If no entry vanishes, then e₁e₂ = P/e₃, and likewise for the other pairs. The defect becomes

2P(1/e₁ + 1/e₂ + 1/e₃ − 1/o₁ − 1/o₂ − 1/o₃),

and the bracket is the determinant of the entrywise inverse. In Lean, `field_simp` clears the denominators using the nine nonvanishing hypotheses, and `ring` finishes.

```lean
/-- Over a field with 2 ≠ 0, a 3×3 matrix without zero entries obeys the Borchardt
factorization exactly when its entrywise inverse has zero determinant. -/
theorem factorizes_three_iff (h2 : (2 : K) ≠ 0) (A : Matrix (Fin 3) (Fin 3) K)
    (h : ∀ i j, A i j ≠ 0) : Factorizes A ↔ (entryInv A).det = 0 := by
  have hd := defect_eq_det_entryInv A h
  have hP : (∏ i, ∏ j, A i j) ≠ 0 :=
    Finset.prod_ne_zero_iff.mpr fun i _ => Finset.prod_ne_zero_iff.mpr fun j _ => h i j
  unfold Factorizes
  constructor
  · intro hf
    rw [hf, sub_self] at hd
    exact (mul_eq_zero.mp hd.symm).resolve_left (mul_ne_zero h2 hP)
  · intro hD
    rw [hD, mul_zero] at hd
    exact (sub_eq_zero.mp hd).symm
```

When 2 ≠ 0 the prefactor 2P is nonzero, so the defect vanishes exactly when the entrywise inverse has zero determinant. The hypothesis `h` on the entries matters: Lean sets 0⁻¹ = 0, so the identity matrix is its own `entryInv`, with determinant 1, and yet it factorizes.

```lean
/-- Borchardt's identity for three rows: a Cauchy matrix whose points xᵢ and yⱼ never
coincide obeys the factorization. -/
theorem borchardt_three (x y : Fin 3 → K) (h : ∀ i j, x i ≠ y j) :
    Factorizes (cauchy x y) := by
  have hne : ∀ i j, cauchy x y i j ≠ 0 := by
    intro i j
    simpa [cauchy, sub_eq_zero] using h i j
  -- the entrywise inverse has entries xᵢ - yⱼ and is singular
  have hD : (entryInv (cauchy x y)).det = 0 := by
    rw [Matrix.det_fin_three]
    simp only [entryInv, cauchy, Matrix.of_apply, inv_inv]
    ring
  have hd := defect_eq_det_entryInv (cauchy x y) hne
  rw [hD, mul_zero] at hd
  exact (sub_eq_zero.mp hd).symm

end BorchardtLimits
```

The entrywise inverse of the Cauchy matrix has entries xᵢ − yⱼ. Subtracting row 0 from rows 1 and 2 leaves (x₁ − x₀)(1, 1, 1) and (x₂ − x₀)(1, 1, 1). These are proportional, so the determinant is zero and the defect vanishes. The proof uses the defect formula directly and so does not need 2 ≠ 0. The hypothesis says only that no xᵢ equals any yⱼ, which keeps the entries finite; the xᵢ may coincide among themselves.

Borchardt's identity concerns Cauchy matrices of any size, and the theorem here is its three-row case. For an application, take a model wavefunction that is an antisymmetrized product of three electron pairs, in which pair i doubly occupies orbital j with coefficient Cᵢⱼ. Choose three orbitals and let A be the 3×3 block of C that belongs to them. Before normalization, the amplitude of the configuration with these three orbitals doubly occupied is perm(A). If A is a Cauchy matrix as above, this can be computed as det(A∘A)/det(A) whenever det(A) ≠ 0.

```lean
#print axioms BorchardtLimits.all_factorize_three_iff
#print axioms BorchardtLimits.defect_eq_det_entryInv
#print axioms BorchardtLimits.factorizes_three_iff
#print axioms BorchardtLimits.borchardt_three
```

```
'BorchardtLimits.all_factorize_three_iff' depends on axioms: [propext, Classical.choice, Quot.sound]
'BorchardtLimits.defect_eq_det_entryInv' depends on axioms: [propext, Classical.choice, Quot.sound]
'BorchardtLimits.factorizes_three_iff' depends on axioms: [propext, Classical.choice, Quot.sound]
'BorchardtLimits.borchardt_three' depends on axioms: [propext, Classical.choice, Quot.sound]
```
